# Catalan Hankel matrices with shift 0 or 1 have determinant 1: a derivation from the uniform chain

## Can the moments of a uniform chain become degenerate?

Take a semi-infinite chain with sites $k=0,1,2,\dots$, site energy zero and hopping 1 between neighbours. Let $e_0$ be the state on the end site and $\mu_N=\langle e_0,H^Ne_0\rangle$ its moments. The odd ones vanish, and the even ones are the Catalan numbers $C_n=\frac{1}{n+1}\binom{2n}{n}$, that is $1,1,2,5,14,\dots$

To get Lanczos coefficients from moments I divide by determinants of Hankel matrices, whose entries depend only on $i+j$. The even moments grow quickly, and in the matrix with entries $\mu_{i+j}$ a row far down is nearly 4 times the row two above it. How do I know that no determinant vanishes at some large order?

## Each Krylov state reaches one new site

None vanishes: they all equal 1. Write $v_N=H^Ne_0$, with amplitude $v_N(k)$ on site $k$, where

$$(H\psi)(0)=\psi(1),\qquad (H\psi)(k+1)=\psi(k)+\psi(k+2).$$

Then $\mu_N=v_N(0)$.

**Front and parity.** We have $v_N(k)=0$ for $k>N$, and $v_N(N)=1$. This holds for $N=0$, and if it holds for $N$, then $v_{N+1}(N+1)=v_N(N)+v_N(N+2)=1+0$, while sites further out receive only zeros. Each hop changes the parity of the site, so $v_N(k)=0$ when $N+k$ is odd.

**Amplitudes.** For $N=m+2k$, with $m$ the site and $k$ the number of steps towards the end,

$$v_N(m)=\binom Nk-\binom N{k+m+1}.$$

This is clear for $N=0$. At an inner site, with $N+1=(m+1)+2k$, induction gives

$$v_N(m)+v_N(m+2)=\binom Nk-\binom N{k+m+1}+\binom N{k-1}-\binom N{k+m+2},$$

which by Pascal's rule is $\binom{N+1}k-\binom{N+1}{k+m+2}$. For $k=0$ the site is the front, and both sides are 1. At the end site, with $N+1=2k$, $v_{N+1}(0)=v_N(1)=\binom N{k-1}-\binom N{k+1}=\binom{N+1}k-\binom{N+1}{k+1}$. Hence

$$\mu_{2n}=\binom{2n}n-\binom{2n}{n+1}=\binom{2n}n\left(1-\frac n{n+1}\right)=C_n.$$

**Overlaps.** For any real amplitudes $\varphi,\psi$,

$$\sum_{k=0}^K\big[(H\varphi)(k)\psi(k)-\varphi(k)(H\psi)(k)\big]=\varphi(K+1)\psi(K)-\varphi(K)\psi(K+1),$$

because the contributions of all bonds inside the range cancel. Put $\varphi=v_a$, $\psi=v_b$ and $K>a$. The right side vanishes, so $\langle v_{a+1},v_b\rangle=\langle v_a,v_{b+1}\rangle$. Repeating this gives $\langle v_a,v_b\rangle=\langle v_0,v_{a+b}\rangle=\mu_{a+b}$. The $v_N$ are not normalised: $\|v_N\|^2=C_N$, and the normalised overlap is $\mu_{a+b}/\sqrt{C_aC_b}$.

**Factorisation.** For $s=0$ or $1$ and $i,k=0,\dots,n-1$, set $A_{ik}=v_{2i+s}(2k+s)$. This matrix is lower triangular with unit diagonal. The sites $2k+s$ are all those that the states $v_{2i+s}$ can occupy, so

$$(AA^{\mathsf T})_{ij}=\langle v_{2i+s},v_{2j+s}\rangle=\mu_{2(i+j+s)}=C_{i+j+s}.$$

The determinant is therefore $1\cdot1=1$. For $x\neq0$, $x^{\mathsf T}AA^{\mathsf T}x=\|A^{\mathsf T}x\|^2>0$, since $A^{\mathsf T}$ is invertible. For $n=3$ and $s=0$ the rows of $A$ are $(1,0,0)$, $(1,1,0)$, $(2,3,1)$.

The matrix of all moments $\mu_{i+j}$ factorises in the same way with $A_{ik}=v_i(k)$. It is the overlap matrix of the first $n$ Krylov states, which are therefore linearly independent.

## The chain and its matrices in Lean

`hop` is $H$, `edge` is $e_0$, and `krylov N k` is $v_N(k)$. States are arbitrary functions `ℕ → ℝ`; no Hilbert space is needed, because every overlap is a finite sum. Zero site energy fixes the origin of energy, and unit hopping fixes its unit.

`catalanHankel s n` has the real entries `catalan (i + j + s)`, with indices in `Fin n`, that is $0,\dots,n-1$. In the comments, `C(N, k)` is a binomial coefficient, not a Catalan number.

There are three final statements:

- `catalan_hankel_det` gives determinant 1 for the entries $C_{i+j}$ and $C_{i+j+1}$.
- `catalanHankel_nondegenerate` adds strict positivity of `x ⬝ᵥ catalanHankel s n *ᵥ x` for $x\ne0$. Its hypothesis `s ≤ 1` excludes $s=2$, where the $1\times1$ matrix already has determinant $C_2=2$.
- `chain_moments_nondegenerate` gives both properties for the matrix of all moments.

They hold for every $n$, including the empty matrix at $n=0$.

The Lanczos recursion itself is not formalised. The step to it is that orthogonalising linearly independent Krylov states never produces a zero vector. For this non-interacting chain with equal couplings, the recursion therefore does not terminate. Rounding is another matter when the coefficients are computed from moments: for $n\ge1$ the largest eigenvalue of the matrix $C_{i+j}$ is at least $C_{2n-2}$ and the smallest at most 1, so the matrix becomes ill-conditioned as $n$ grows. Lowering the largest entry $C_{2n-2}$ alone by 1 already makes the determinant vanish, because its cofactor is the determinant of order $n-1$, which is also 1.

```lean
import Mathlib

open Matrix

namespace UniformChainCatalanHankel

noncomputable section

/-- The Hamiltonian of the uniform semi-infinite chain with zero site energy and unit hopping,
acting on the amplitudes `ψ k` at the sites `k = 0, 1, 2, ...`. -/
def hop (ψ : ℕ → ℝ) : ℕ → ℝ
  | 0 => ψ 1
  | k + 1 => ψ k + ψ (k + 2)

/-- The state localised on the end site of the chain. -/
def edge : ℕ → ℝ := fun k => if k = 0 then 1 else 0

/-- The Krylov state obtained by applying the Hamiltonian `N` times to the end-site state.
Its amplitude at site `0` is the moment of order `N`. -/
def krylov : ℕ → ℕ → ℝ
  | 0 => edge
  | N + 1 => hop (krylov N)

/-- The `n` by `n` Hankel matrix of Catalan numbers with entries `catalan (i + j + s)`. -/
def catalanHankel (s n : ℕ) : Matrix (Fin n) (Fin n) ℝ :=
  Matrix.of fun i j => (catalan ((i : ℕ) + j + s) : ℝ)

/-- On the first `K + 1` sites the Hamiltonian is symmetric up to a boundary term on the bond
between the sites `K` and `K + 1`. -/
theorem hop_current (φ ψ : ℕ → ℝ) (K : ℕ) :
    ∑ k ∈ Finset.range (K + 1), (hop φ k * ψ k - φ k * hop ψ k)
      = φ (K + 1) * ψ K - φ K * ψ (K + 1) := by
  induction K with
  | zero => simp [hop]
  | succ K ih =>
    rw [Finset.sum_range_succ, ih]
    change _ + ((φ K + φ (K + 2)) * ψ (K + 1) - φ (K + 1) * (ψ K + ψ (K + 2)))
      = φ (K + 2) * ψ (K + 1) - φ (K + 1) * ψ (K + 2)
    ring

/-- After `N` applications of the Hamiltonian the amplitude vanishes beyond site `N`, and it
equals one at site `N`. -/
theorem krylov_front (N : ℕ) : (∀ k, N < k → krylov N k = 0) ∧ krylov N N = 1 := by
  induction N with
  | zero =>
    refine ⟨fun k hk => ?_, ?_⟩
    · simp [krylov, edge, hk.ne']
    · simp [krylov, edge]
  | succ N ih =>
    refine ⟨fun k hk => ?_, ?_⟩
    · obtain ⟨m, rfl⟩ : ∃ m, k = m + 1 := ⟨k - 1, by omega⟩
      change krylov N m + krylov N (m + 2) = 0
      rw [ih.1 m (by omega), ih.1 (m + 2) (by omega), add_zero]
    · change krylov N N + krylov N (N + 2) = 1
      rw [ih.2, ih.1 (N + 2) (by omega), add_zero]

/-- The chain is bipartite: after `N` applications of the Hamiltonian the amplitude vanishes at
every site whose parity differs from that of `N`. -/
theorem krylov_parity (N : ℕ) : ∀ k, (N + k) % 2 = 1 → krylov N k = 0 := by
  induction N with
  | zero =>
    intro k hk
    have hk0 : k ≠ 0 := by omega
    simp [krylov, edge, hk0]
  | succ N ih =>
    intro k hk
    rcases k with _ | k
    · exact ih 1 (by omega)
    · change krylov N k + krylov N (k + 2) = 0
      rw [ih k (by omega), ih (k + 2) (by omega), add_zero]

/-- Reflection formula: for `N = m + 2k` the amplitude at site `m` after `N` applications of the
Hamiltonian is the ballot number `C(N, k) - C(N, k + m + 1)`. -/
theorem krylov_reflection (N : ℕ) : ∀ m k, N = m + 2 * k →
    krylov N m = (N.choose k : ℝ) - (N.choose (k + m + 1) : ℝ) := by
  induction N with
  | zero =>
    intro m k h
    obtain rfl : m = 0 := by omega
    obtain rfl : k = 0 := by omega
    simp [krylov, edge]
  | succ N ih =>
    intro m k h
    rcases m with _ | m
    · -- the end site is fed by its only neighbour
      obtain ⟨j, rfl⟩ : ∃ j, k = j + 1 := ⟨k - 1, by omega⟩
      change krylov N 1 = ((N + 1).choose (j + 1) : ℝ) - ((N + 1).choose (j + 1 + 1) : ℝ)
      rw [ih 1 j (by omega), Nat.choose_succ_succ' N j, Nat.choose_succ_succ' N (j + 1)]
      push_cast
      ring
    · -- an inner site is fed from both sides, as in Pascal's rule
      change krylov N m + krylov N (m + 2) = _
      rw [ih m k (by omega)]
      rcases k with _ | j
      · rw [(krylov_front N).1 (m + 2) (by omega),
          Nat.choose_eq_zero_of_lt (show N < 0 + m + 1 by omega),
          Nat.choose_eq_zero_of_lt (show N + 1 < 0 + (m + 1) + 1 by omega)]
        simp
      · rw [ih (m + 2) j (by omega), Nat.choose_succ_succ' N j,
          Nat.choose_succ_succ' N (j + 1 + (m + 1)),
          show j + (m + 2) + 1 = j + 1 + (m + 1) + 1 by omega,
          show j + 1 + m + 1 = j + 1 + (m + 1) by omega]
        push_cast
        ring

/-- The moment of order `2n` of the chain at its end site is the Catalan number of `n`. -/
theorem moment_even (n : ℕ) : krylov (2 * n) 0 = (catalan n : ℝ) := by
  rw [krylov_reflection (2 * n) 0 n (by omega)]
  change ((2 * n).choose n : ℝ) - ((2 * n).choose (n + 1) : ℝ) = _
  have h1 := succ_mul_catalan_eq_centralBinom n
  rw [Nat.centralBinom_eq_two_mul_choose] at h1
  have h2 := Nat.choose_succ_right_eq (2 * n) n
  rw [show 2 * n - n = n by omega] at h2
  have h1' : ((n : ℝ) + 1) * (catalan n : ℝ) = ((2 * n).choose n : ℝ) := by exact_mod_cast h1
  have h2' : ((2 * n).choose (n + 1) : ℝ) * ((n : ℝ) + 1) = ((2 * n).choose n : ℝ) * n := by
    exact_mod_cast h2
  apply mul_left_cancel₀ (show (n : ℝ) + 1 ≠ 0 by positivity)
  linear_combination -h2' - h1'

/-- The overlap of the Krylov states of orders `a` and `b` is the moment of order `a + b`; the
sum over the sites `0, ..., K` is complete when `a ≤ K`. -/
theorem krylov_overlap (a : ℕ) : ∀ b K, a ≤ K →
    ∑ k ∈ Finset.range (K + 1), krylov a k * krylov b k = krylov (a + b) 0 := by
  induction a with
  | zero =>
    intro b K _
    rw [Finset.sum_range_succ']
    simp [krylov, edge]
  | succ a ih =>
    intro b K hK
    -- the boundary term vanishes beyond the front, so the Hamiltonian moves to the other factor
    have hc := hop_current (krylov a) (krylov b) K
    rw [(krylov_front a).1 (K + 1) (by omega), (krylov_front a).1 K (by omega),
      zero_mul, zero_mul, sub_zero, Finset.sum_sub_distrib] at hc
    rw [show a + 1 + b = a + (b + 1) by omega, ← ih (b + 1) K (by omega)]
    exact sub_eq_zero.mp hc

/-- A matrix of overlaps of real vectors whose coefficients `a i k` vanish for `i < k` and equal
one for `i = k` has determinant one and a strictly positive quadratic form. -/
theorem gram_nondegenerate {n : ℕ} (a : ℕ → ℕ → ℝ) (M : Matrix (Fin n) (Fin n) ℝ)
    (h0 : ∀ i k, i < k → a i k = 0) (h1 : ∀ i, a i i = 1)
    (hM : ∀ i j : Fin n, M i j = ∑ k ∈ Finset.range n, a i k * a j k) :
    M.det = 1 ∧ ∀ x : Fin n → ℝ, x ≠ 0 → 0 < x ⬝ᵥ M *ᵥ x := by
  obtain ⟨A, hA⟩ : ∃ A : Matrix (Fin n) (Fin n) ℝ, ∀ i k, A i k = a i k :=
    ⟨fun i k => a i k, fun _ _ => rfl⟩
  have hdet : A.det = 1 := by
    have htri : A.BlockTriangular OrderDual.toDual := by
      intro i j hij
      rw [hA]
      exact h0 _ _ (OrderDual.toDual_lt_toDual.mp hij)
    rw [Matrix.det_of_isLowerTriangular A htri]
    simp [hA, h1]
  have hMA : M = A * Aᵀ := by
    ext i j
    rw [hM, Matrix.mul_apply, ← Fin.sum_univ_eq_sum_range (fun k => a i k * a j k) n]
    simp only [Matrix.transpose_apply, hA]
  refine ⟨by rw [hMA, Matrix.det_mul, Matrix.det_transpose, hdet, one_mul], fun x hx => ?_⟩
  -- the quadratic form is the squared length of `Aᵀ x`
  rw [hMA, ← Matrix.mulVec_mulVec, Matrix.dotProduct_mulVec, ← Matrix.mulVec_transpose]
  have hne : Aᵀ *ᵥ x ≠ 0 := fun h =>
    hx (Matrix.eq_zero_of_mulVec_eq_zero (by rw [Matrix.det_transpose, hdet]; norm_num) h)
  have hnn : 0 ≤ (Aᵀ *ᵥ x) ⬝ᵥ (Aᵀ *ᵥ x) := Finset.sum_nonneg fun i _ => mul_self_nonneg _
  exact lt_of_le_of_ne hnn fun h => hne (dotProduct_self_eq_zero.mp h.symm)

/-- The `n` by `n` matrix of the chain moments of order `i + j` has determinant one and a
strictly positive quadratic form. -/
theorem chain_moments_nondegenerate (n : ℕ) :
    (Matrix.of fun i j : Fin n => krylov ((i : ℕ) + j) 0).det = 1 ∧
      ∀ x : Fin n → ℝ, x ≠ 0 →
        0 < x ⬝ᵥ (Matrix.of fun i j : Fin n => krylov ((i : ℕ) + j) 0) *ᵥ x := by
  refine gram_nondegenerate krylov _ (fun i => (krylov_front i).1)
    (fun i => (krylov_front i).2) fun i j => ?_
  have hi := i.isLt
  have h := krylov_overlap i j (n - 1) (by omega)
  rw [show n - 1 + 1 = n by omega] at h
  exact h.symm

/-- For shift `s = 0` or `s = 1` the Hankel matrix of the Catalan numbers `catalan (i + j + s)`
has determinant one and a strictly positive quadratic form. -/
theorem catalanHankel_nondegenerate (s : ℕ) (hs : s ≤ 1) (n : ℕ) :
    (catalanHankel s n).det = 1 ∧
      ∀ x : Fin n → ℝ, x ≠ 0 → 0 < x ⬝ᵥ catalanHankel s n *ᵥ x := by
  -- sites are grouped in pairs, one of each parity
  have pairs : ∀ (f : ℕ → ℝ) (m : ℕ), ∑ k ∈ Finset.range (2 * m), f k
      = ∑ k ∈ Finset.range m, (f (2 * k) + f (2 * k + 1)) := by
    intro f m
    induction m with
    | zero => simp
    | succ m ih =>
      rw [show 2 * (m + 1) = 2 * m + 1 + 1 by omega, Finset.sum_range_succ _ (2 * m + 1),
        Finset.sum_range_succ _ (2 * m), ih, Finset.sum_range_succ _ m]
      ring
  refine gram_nondegenerate (fun i k => krylov (2 * i + s) (2 * k + s)) _
    (fun i k hik => (krylov_front _).1 _ (by omega)) (fun i => (krylov_front _).2) fun i j => ?_
  have hi := i.isLt
  have h := krylov_overlap (2 * i + s) (2 * j + s) (2 * n - 1) (by omega)
  rw [show 2 * n - 1 + 1 = 2 * n by omega, pairs,
    show 2 * (i : ℕ) + s + (2 * j + s) = 2 * (i + j + s) by omega, moment_even] at h
  change (catalan ((i : ℕ) + j + s) : ℝ) = _
  rw [← h]
  refine Finset.sum_congr rfl fun k _ => ?_
  -- only the sites with the parity of `s` contribute
  rcases (show s = 0 ∨ s = 1 by omega) with rfl | rfl
  · rw [krylov_parity (2 * i + 0) (2 * k + 1) (by omega)]
    simp
  · rw [krylov_parity (2 * i + 1) (2 * k) (by omega)]
    simp

/-- For every `n` the `n` by `n` Hankel matrices with entries `catalan (i + j)` and
`catalan (i + j + 1)` both have determinant one. -/
theorem catalan_hankel_det (n : ℕ) :
    (Matrix.of fun i j : Fin n => (catalan ((i : ℕ) + j) : ℝ)).det = 1 ∧
      (Matrix.of fun i j : Fin n => (catalan ((i : ℕ) + j + 1) : ℝ)).det = 1 :=
  ⟨(catalanHankel_nondegenerate 0 (by omega) n).1,
    (catalanHankel_nondegenerate 1 (by omega) n).1⟩

end

end UniformChainCatalanHankel
```

```lean
#print axioms UniformChainCatalanHankel.chain_moments_nondegenerate
-- 'UniformChainCatalanHankel.chain_moments_nondegenerate' depends on axioms: [propext, Classical.choice, Quot.sound]
#print axioms UniformChainCatalanHankel.catalan_hankel_det
-- 'UniformChainCatalanHankel.catalan_hankel_det' depends on axioms: [propext, Classical.choice, Quot.sound]
```

## From the bond identity to the determinant

`hop_current` proves the bond identity by induction on $K$: adding site $K+1$ moves the boundary term one bond outwards, and `ring` checks the algebra. The "current" in its name is this boundary term for two real states, not a measured particle current.

`krylov_front` and `krylov_parity` are the two inductions on $N$ above. `krylov_reflection` separates the end site, the front and the other inner sites, and applies Pascal's rule through `Nat.choose_succ_succ'`. `moment_even` multiplies by $n+1$ to avoid the fraction and finishes with `linear_combination`.

`krylov_overlap` moves one factor of $H$ at a time by induction on $a$, with $b$ left general. The front lemma removes the boundary term.

`gram_nondegenerate` is the matrix argument: it writes `M = A * Aᵀ`, takes the determinant of the triangular factor from its diagonal, and reads the quadratic form as a squared length. `chain_moments_nondegenerate` applies it to `krylov` directly. `catalanHankel_nondegenerate` applies it to `krylov (2 * i + s) (2 * k + s)`. There the auxiliary statement `pairs` groups sites $2k$ and $2k+1$, and parity removes one site of each pair. Setting $s=0$ and $s=1$ gives `catalan_hankel_det`.
